# Closed form of the sum of cos(Gd)/G² over the nonzero wave numbers of a periodic cell

Take two parallel, uniformly charged sheets a distance |d| apart, in a cell of length L repeated periodically along their normal. Their Coulomb interaction energy per unit area is proportional to the sum of cos(Gd)/G² over the wave numbers G = 2πm/L. The term G = 0 is left out, which amounts to giving each sheet a uniform neutralising background. The theorem `hasSum_pair` concerns only this sum: for L > 0 and |d| ≤ L, it converges over all nonzero integers m to L²/12 − L|d|/2 + d²/2. The proof starts from the Fourier series of the second Bernoulli polynomial at |d|/L, which runs over the natural numbers. It joins the positive and negative m into one sum over the integers, where the term at m = 0 is zero only because Lean sets 1/0 = 0. It then restricts the sum to nonzero m and multiplies by L²/(4π²).

The failing Lean file:

```lean
import Mathlib

open Filter Topology
open scoped Real

namespace HasSumPair

noncomputable section

/-- The wave number `G = 2πm/L` of a cell of length `L ≠ 0`. -/
def waveNumber (L : ℝ) (m : ℤ) : ℝ := 2 * π * m / L

/-- The second Bernoulli polynomial is `x² - x + 1/6`. -/
theorem bernoulli_two_eval (x : ℝ) :
    (Polynomial.map (algebraMap ℚ ℝ) (Polynomial.bernoulli 2)).eval x = x ^ 2 - x + 1 / 6 := by
  have hb : bernoulli 2 = 1 / 6 := by
    rw [bernoulli_eq_bernoulli'_of_ne_one (by norm_num), bernoulli'_two]
  simp [Polynomial.bernoulli, Finset.sum_range_succ, hb, bernoulli_one]
  ring

/-- The periodic interaction of two sheets: for a separation `|d| ≤ L` in a cell of length
`L > 0`, the sum of `cos(Gd)/G²` over nonzero `G` is `L²/12 - L|d|/2 + d²/2`. -/
theorem hasSum_pair {L d : ℝ} (hL : 0 < L) (hd : |d| ≤ L) :
    HasSum (fun m : {m : ℤ // m ≠ 0} => Real.cos (waveNumber L m * d) / waveNumber L m ^ 2)
      (L ^ 2 / 12 - L * |d| / 2 + d ^ 2 / 2) := by
  have hx : |d| / L ∈ Set.Icc (0 : ℝ) 1 :=
    ⟨by positivity, (div_le_one hL).2 hd⟩
  -- the Fourier series of the second Bernoulli polynomial
  have h := hasSum_one_div_nat_pow_mul_cos (k := 1) one_ne_zero hx
  simp only [mul_one, bernoulli_two_eval] at h
  have h1 : HasSum (fun n : ℕ => 1 / (n : ℝ) ^ 2 * Real.cos (2 * π * n * (|d| / L)))
      (π ^ 2 * ((|d| / L) ^ 2 - |d| / L + 1 / 6)) := by
    convert h using 1
    have hf : ((Nat.factorial 2 : ℕ) : ℝ) = 2 := by norm_num [Nat.factorial]
    rw [hf]
    ring
  -- positive and negative wave numbers contribute equally
  let f : ℤ → ℝ := fun m => 1 / (m : ℝ) ^ 2 * Real.cos (2 * π * m * (|d| / L))
  have hf0 : f 0 = 0 := by simp [f]
  have h2 := HasSum.of_nat_of_neg (f := f) (by simpa [f] using h1) (by simpa [f] using h1)
  rw [hf0, sub_zero] at h2
  have hs : Function.support f ⊆ {m : ℤ | m ≠ 0} := by
    intro m hm
    rw [Set.mem_setOf_eq]
    rintro rfl
    exact Function.mem_support.1 hm hf0
  have h3 : HasSum (fun m : {m : ℤ // m ≠ 0} => f m) _ :=
    (hasSum_subtype_iff_of_support_subset hs).2 h2
  have h4 := h3.mul_left (L ^ 2 / (4 * π ^ 2))
  have hπ : π ≠ 0 := Real.pi_ne_zero
  convert h4 using 1
  · funext m
    have hm : ((m : ℤ) : ℝ) ≠ 0 := Int.cast_ne_zero.2 m.2
    have hc : Real.cos (waveNumber L m * d) = Real.cos (2 * π * (m : ℤ) * (|d| / L)) := by
      rcases abs_choice d with h | h
      · rw [h]
        congr 1
        unfold waveNumber
        ring
      · rw [h, ← Real.cos_neg]
        congr 1
        unfold waveNumber
        ring
    simp only [f]
    rw [hc]
    unfold waveNumber
    field_simp
    ring
  · rw [← sq_abs d]
    field_simp
    ring

end

end HasSumPair
```

The error:

```
Main.lean:44:8: warning: `Set.mem_setOf_eq` has been deprecated: Use `Set.mem_ofPred_eq` instead
Main.lean:52:4: error: Tactic `apply` failed: could not unify the conclusion of `@funext`
  ?f = ?g
with the goal
  Real.instAddCommMonoid =
    CommRing.toNonUnitalCommRing.toNonUnitalNonAssocCommRing.toNonUnitalNonAssocSemiring.toAddCommMonoid

Note: The full type of `@funext` is
  ∀ {α : Sort ?u.277} {β : α → Sort ?u.276} {f g : (x : α) → β x}, (∀ (x : α), f x = g x) → f = g

case e'_3
L d : ℝ
hL : 0 < L
hd : |d| ≤ L
hx : |d| / L ∈ Set.Icc 0 1
h :
  HasSum (fun n => 1 / ↑n ^ 2 * Real.cos (2 * π * ↑n * (|d| / L)))
    ((-1) ^ (1 + 1) * (2 * π) ^ 2 / 2 / ↑(Nat.factorial 2) * ((|d| / L) ^ 2 - |d| / L + 1 / 6))
h1 : HasSum (fun n => 1 / ↑n ^ 2 * Real.cos (2 * π * ↑n * (|d| / L))) (π ^ 2 * ((|d| / L) ^ 2 - |d| / L + 1 / 6))
f : ℤ → ℝ := fun m => 1 / ↑m ^ 2 * Real.cos (2 * π * ↑m * (|d| / L))
hf0 : f 0 = 0
h2 : HasSum f (π ^ 2 * ((|d| / L) ^ 2 - |d| / L + 6⁻¹) + π ^ 2 * ((|d| / L) ^ 2 - |d| / L + 6⁻¹))
hs : Function.support f ⊆ {m | m ≠ 0}
h3 : HasSum (fun m => f ↑m) (π ^ 2 * ((|d| / L) ^ 2 - |d| / L + 6⁻¹) + π ^ 2 * ((|d| / L) ^ 2 - |d| / L + 6⁻¹))
h4 :
  HasSum (fun i => L ^ 2 / (4 * π ^ 2) * f ↑i)
    (L ^ 2 / (4 * π ^ 2) * (π ^ 2 * ((|d| / L) ^ 2 - |d| / L + 6⁻¹) + π ^ 2 * ((|d| / L) ^ 2 - |d| / L + 6⁻¹)))
hπ : π ≠ 0
⊢ Real.instAddCommMonoid =
    CommRing.toNonUnitalCommRing.toNonUnitalNonAssocCommRing.toNonUnitalNonAssocSemiring.toAddCommMonoid
Main.lean:69:8: error: Tactic `rewrite` failed: Did not find an occurrence of the pattern
  d ^ 2
in the target expression
  (fun m => Real.cos (waveNumber L ↑m * d) / waveNumber L ↑m ^ 2) = fun i => L ^ 2 / (4 * π ^ 2) * f ↑i

case e'_5
L d : ℝ
hL : 0 < L
hd : |d| ≤ L
hx : |d| / L ∈ Set.Icc 0 1
h :
  HasSum (fun n => 1 / ↑n ^ 2 * Real.cos (2 * π * ↑n * (|d| / L)))
    ((-1) ^ (1 + 1) * (2 * π) ^ 2 / 2 / ↑(Nat.factorial 2) * ((|d| / L) ^ 2 - |d| / L + 1 / 6))
h1 : HasSum (fun n => 1 / ↑n ^ 2 * Real.cos (2 * π * ↑n * (|d| / L))) (π ^ 2 * ((|d| / L) ^ 2 - |d| / L + 1 / 6))
f : ℤ → ℝ := fun m => 1 / ↑m ^ 2 * Real.cos (2 * π * ↑m * (|d| / L))
hf0 : f 0 = 0
h2 : HasSum f (π ^ 2 * ((|d| / L) ^ 2 - |d| / L + 6⁻¹) + π ^ 2 * ((|d| / L) ^ 2 - |d| / L + 6⁻¹))
hs : Function.support f ⊆ {m | m ≠ 0}
h3 : HasSum (fun m => f ↑m) (π ^ 2 * ((|d| / L) ^ 2 - |d| / L + 6⁻¹) + π ^ 2 * ((|d| / L) ^ 2 - |d| / L + 6⁻¹))
h4 :
  HasSum (fun i => L ^ 2 / (4 * π ^ 2) * f ↑i)
    (L ^ 2 / (4 * π ^ 2) * (π ^ 2 * ((|d| / L) ^ 2 - |d| / L + 6⁻¹) + π ^ 2 * ((|d| / L) ^ 2 - |d| / L + 6⁻¹)))
hπ : π ≠ 0
⊢ (fun m => Real.cos (waveNumber L ↑m * d) / waveNumber L ↑m ^ 2) = fun i => L ^ 2 / (4 * π ^ 2) * f ↑i
Main.lean:25:48: error: unsolved goals
case e'_6
L d : ℝ
hL : 0 < L
hd : |d| ≤ L
hx : |d| / L ∈ Set.Icc 0 1
h :
  HasSum (fun n => 1 / ↑n ^ 2 * Real.cos (2 * π * ↑n * (|d| / L)))
    ((-1) ^ (1 + 1) * (2 * π) ^ 2 / 2 / ↑(Nat.factorial 2) * ((|d| / L) ^ 2 - |d| / L + 1 / 6))
h1 : HasSum (fun n => 1 / ↑n ^ 2 * Real.cos (2 * π * ↑n * (|d| / L))) (π ^ 2 * ((|d| / L) ^ 2 - |d| / L + 1 / 6))
f : ℤ → ℝ := fun m => 1 / ↑m ^ 2 * Real.cos (2 * π * ↑m * (|d| / L))
hf0 : f 0 = 0
h2 : HasSum f (π ^ 2 * ((|d| / L) ^ 2 - |d| / L + 6⁻¹) + π ^ 2 * ((|d| / L) ^ 2 - |d| / L + 6⁻¹))
hs : Function.support f ⊆ {m | m ≠ 0}
h3 : HasSum (fun m => f ↑m) (π ^ 2 * ((|d| / L) ^ 2 - |d| / L + 6⁻¹) + π ^ 2 * ((|d| / L) ^ 2 - |d| / L + 6⁻¹))
h4 :
  HasSum (fun i => L ^ 2 / (4 * π ^ 2) * f ↑i)
    (L ^ 2 / (4 * π ^ 2) * (π ^ 2 * ((|d| / L) ^ 2 - |d| / L + 6⁻¹) + π ^ 2 * ((|d| / L) ^ 2 - |d| / L + 6⁻¹)))
hπ : π ≠ 0
⊢ L ^ 2 / 12 - L * |d| / 2 + d ^ 2 / 2 =
    L ^ 2 / (4 * π ^ 2) * (π ^ 2 * ((|d| / L) ^ 2 - |d| / L + 6⁻¹) + π ^ 2 * ((|d| / L) ^ 2 - |d| / L + 6⁻¹))
```

Diagnosis. All three errors come from `convert h4 using 1`. The proof expects two goals from it, equal summands and equal values, but it leaves three. The first asks that two `AddCommMonoid` structures on the reals be equal: `Real.instAddCommMonoid`, and the one in `h4`, reached through the ring structure. They are equal by definition, but `convert` doesn't unfold them far enough to see it. The two bullets therefore fall on the wrong goals. `funext` meets the equation of structures, `rw [← sq_abs d]` meets the summands, where there is no `d ^ 2`, and the equation of values is left unsolved.

The repair proves the two intended equations by name, as `hfun` and `hval`, and rewrites the goal with them. `exact h4` then closes it, because its check does unfold the two structures and finds them equal.

Within `hfun`, `field_simp` gives way to two explicit rewrites before `ring`, and `hm` is dropped. The old steps were never reached, so the messages don't show whether this was needed. `change m ≠ 0` only removes the deprecation warning.

Fix (accepted with no message):

```diff
@@ -42,5 +42,5 @@
   have hs : Function.support f ⊆ {m : ℤ | m ≠ 0} := by
     intro m hm
-    rw [Set.mem_setOf_eq]
+    change m ≠ 0
     rintro rfl
     exact Function.mem_support.1 hm hf0
@@ -49,7 +49,8 @@
   have h4 := h3.mul_left (L ^ 2 / (4 * π ^ 2))
   have hπ : π ≠ 0 := Real.pi_ne_zero
-  convert h4 using 1
-  · funext m
-    have hm : ((m : ℤ) : ℝ) ≠ 0 := Int.cast_ne_zero.2 m.2
+  have hfun : (fun m : {m : ℤ // m ≠ 0} =>
+      Real.cos (waveNumber L m * d) / waveNumber L m ^ 2)
+      = fun m : {m : ℤ // m ≠ 0} => L ^ 2 / (4 * π ^ 2) * f m := by
+    funext m
     have hc : Real.cos (waveNumber L m * d) = Real.cos (2 * π * (m : ℤ) * (|d| / L)) := by
       rcases abs_choice d with h | h
@@ -65,9 +66,13 @@
     rw [hc]
     unfold waveNumber
+    rw [div_pow, div_div_eq_mul_div]
+    ring
+  have hval : L ^ 2 / 12 - L * |d| / 2 + d ^ 2 / 2 = L ^ 2 / (4 * π ^ 2) *
+      (π ^ 2 * ((|d| / L) ^ 2 - |d| / L + 6⁻¹) + π ^ 2 * ((|d| / L) ^ 2 - |d| / L + 6⁻¹)) := by
+    rw [← sq_abs d]
     field_simp
     ring
-  · rw [← sq_abs d]
-    field_simp
-    ring
+  rw [hfun, hval]
+  exact h4
 
 end
```
